# A Guiding-Centre Circle in a Uniform Magnetic Field Encloses $n+\tfrac12$ Flux Quanta

A charged particle in a plane, with a uniform magnetic field perpendicular to it, moves classically on a circle. The centre of that circle, the guiding centre, stays fixed and may lie anywhere, at no cost in energy. In quantum mechanics the two coordinates of the guiding centre do not commute, so they cannot both be sharp. Which values can its squared distance from the origin then take?

## Commutators of the guiding centre

Let $x,y$ be the coordinates and $p_x,p_y$ the kinetic momenta, in units with $\hbar=1$. For charge $q$ and field $B$, put $b=qB$. With $[u,v]=uv-vu$, the relations are
$$[x,p_x]=[y,p_y]=i,\qquad [p_x,p_y]=ib,\qquad [x,y]=[x,p_y]=[y,p_x]=0.$$
For $b\neq0$ the guiding centre is $X=x+p_y/b$, $Y=y-p_x/b$. It commutes with both kinetic momenta:
$$[X,p_x]=i+\tfrac1b(-ib)=0,\qquad [X,p_y]=[x,p_y]=0,$$
$$[Y,p_x]=[y,p_x]=0,\qquad [Y,p_y]=i-\tfrac1b(ib)=0.$$
It is therefore conserved when the Hamiltonian is proportional to $p_x^2+p_y^2$. Its own coordinates satisfy
$$[X,Y]=[x,y]-\tfrac1b[x,p_x]-\tfrac1b[y,p_y]+\tfrac1{b^2}[p_x,p_y]=-\tfrac ib-\tfrac ib+\tfrac ib=-\tfrac ib.$$

Write $R^2=X^2+Y^2$ and $L_\pm=X\pm iY$. The Leibniz rule gives $[X^2,Y]=-2iX/b$ and $[Y^2,X]=2iY/b$, so
$$[R^2,L_\pm]=[Y^2,X]\pm i[X^2,Y]=\pm\tfrac2b L_\pm .$$
Moreover,
$$L_+L_-=R^2-i[X,Y]=R^2-\tfrac1b .$$

## From the ladder to the area

Now let $x,y,p_x,p_y$ be symmetric operators on an inner-product space, so that $\langle L_-\varphi,\chi\rangle=\langle\varphi,L_+\chi\rangle$. If $R^2\psi=r\psi$, then
$$\|L_-\psi\|^2=\langle\psi,L_+L_-\psi\rangle=\left(r-\tfrac1b\right)\|\psi\|^2 .$$

Take $b>0$ and $\psi\neq0$. The left side is nonnegative, so $r\ge1/b$. The ladder relation gives $R^2L_-\psi=(r-2/b)L_-\psi$: each lowering reduces the eigenvalue by $2/b$ or annihilates the state. The descent cannot continue below $1/b$, so after some number $n$ of lowerings there is a nonzero state that $L_-$ annihilates. Its eigenvalue $r-2n/b$ must equal $1/b$, and hence
$$\pi r=\frac{2\pi}{b}\left(n+\tfrac12\right).$$

Here $\pi r$ is the area of the circle about the origin on which the guiding centre lies, not the area of the cyclotron orbit. The spacing $2\pi/b$ is the area threaded by one flux quantum, $h/|q|$, which is $2\pi/|q|$ in these units. For non-interacting electrons in a uniform field, it is also the area per state in a single Landau level for one spin direction. Neither that count nor the quantized Hall conductance is derived here.

For $b<0$, as for an electron in a field with $B>0$, exchange the two axes. This turns $b$ into $-b$ and leaves $R^2$ unchanged, so the result holds with $|b|$ in place of $b$.

## The relations in an arbitrary complex algebra

The commutator identities need only multiplication and complex scalars, so `A` is any ring that is an algebra over ℂ.

In Lean 4 with Mathlib:

```lean
import Mathlib

open Complex (I)

namespace QuantumHallGuidingCenter

noncomputable section

variable {A : Type*} [Ring A] [Algebra ℂ A]
```

The commutator is defined directly.

```lean
/-- The commutator `u v - v u` of two elements of the algebra. -/
def comm (u v : A) : A := u * v - v * u
```

The six relations are the fields of one structure. Numbers on the right-hand sides appear as multiples of the identity `1 : A`. The parameter `b`, the charge times the field, is real, and the value of `px_py` is the assumption that carries the magnetic field.

```lean
/-- Coordinates `x, y` and kinetic momenta `px, py` of a planar particle in a perpendicular magnetic
field, where `b` is the charge times the field, in units with `ℏ = 1`. -/
structure MagneticRelations (b : ℝ) (x y px py : A) : Prop where
  x_px : comm x px = I • (1 : A)
  y_py : comm y py = I • (1 : A)
  px_py : comm px py = (I * (b : ℂ)) • (1 : A)
  x_y : comm x y = 0
  x_py : comm x py = 0
  y_px : comm y px = 0
```

The guiding-centre coordinates follow, with division by $b$ written as scalar multiplication by its inverse.

```lean
/-- The first guiding-centre coordinate, `X = x + py / b`. -/
def guidingX (b : ℝ) (x py : A) : A := x + (b : ℂ)⁻¹ • py

/-- The second guiding-centre coordinate, `Y = y - px / b`. -/
def guidingY (b : ℝ) (y px : A) : A := y - (b : ℂ)⁻¹ • px
```

From these come $R^2$, $L_+$ and $L_-$, named `radiusSq`, `raising` and `lowering`.

```lean
/-- The squared distance of the guiding centre from the origin, `X² + Y²`. -/
def radiusSq (b : ℝ) (x y px py : A) : A :=
  guidingX b x py * guidingX b x py + guidingY b y px * guidingY b y px

/-- The operator `X + iY`. -/
def raising (b : ℝ) (x y px py : A) : A := guidingX b x py + I • guidingY b y px

/-- The operator `X - iY`. -/
def lowering (b : ℝ) (x y px py : A) : A := guidingX b x py - I • guidingY b y px
```

## Conservation, noncommutativity and the ladder

The theorems of this section assume $b\neq0$ and the magnetic relations. The first states the four vanishing commutators. The equations `e1` to `e4` are the bilinear expansions, and `hz` is the cancellation $i-\frac1b(ib)=0$.

```lean
/-- Both guiding-centre coordinates commute with both kinetic momenta. -/
theorem guiding_center_conserved {b : ℝ} {x y px py : A} (hb : b ≠ 0)
    (h : MagneticRelations b x y px py) :
    comm (guidingX b x py) px = 0 ∧ comm (guidingX b x py) py = 0 ∧
    comm (guidingY b y px) px = 0 ∧ comm (guidingY b y px) py = 0 := by
  have hbc : (b : ℂ) * (b : ℂ)⁻¹ = 1 := mul_inv_cancel₀ (Complex.ofReal_ne_zero.mpr hb)
  have e1 : comm (guidingX b x py) px = comm x px - (b : ℂ)⁻¹ • comm px py := by
    simp only [comm, guidingX, mul_add, add_mul, mul_smul_comm, smul_mul_assoc]
    module
  have e2 : comm (guidingX b x py) py = comm x py := by
    simp only [comm, guidingX, mul_add, add_mul, mul_smul_comm, smul_mul_assoc]
    module
  have e3 : comm (guidingY b y px) px = comm y px := by
    simp only [comm, guidingY, mul_sub, sub_mul, mul_smul_comm, smul_mul_assoc]
    module
  have e4 : comm (guidingY b y px) py = comm y py - (b : ℂ)⁻¹ • comm px py := by
    simp only [comm, guidingY, mul_sub, sub_mul, mul_smul_comm, smul_mul_assoc]
    module
  -- the canonical commutator cancels against the magnetic one
  have hz : I • (1 : A) - (b : ℂ)⁻¹ • ((I * (b : ℂ)) • (1 : A)) = 0 := by
    have hs : (b : ℂ)⁻¹ * (I * (b : ℂ)) = I := by linear_combination I * hbc
    rw [smul_smul, hs, sub_self]
  rw [e1, e2, e3, e4, h.x_px, h.y_py, h.px_py, h.x_py, h.y_px]
  exact ⟨hz, rfl, rfl, hz⟩
```

The commutator of $X$ and $Y$ is stated multiplied by $b$, which is equivalent to $[X,Y]=-i/b$ because $b\neq0$. The equation `e` is the four-term expansion above; `match_scalars` then leaves an identity between complex numbers, settled by $b\,b^{-1}=1$.

```lean
/-- The guiding-centre coordinates satisfy `b [X, Y] = -i`. -/
theorem guiding_center_comm {b : ℝ} {x y px py : A} (hb : b ≠ 0)
    (h : MagneticRelations b x y px py) :
    (b : ℂ) • comm (guidingX b x py) (guidingY b y px) = (-I) • (1 : A) := by
  have hbc : (b : ℂ) * (b : ℂ)⁻¹ = 1 := mul_inv_cancel₀ (Complex.ofReal_ne_zero.mpr hb)
  have e : comm (guidingX b x py) (guidingY b y px) = comm x y - (b : ℂ)⁻¹ • comm x px
      - (b : ℂ)⁻¹ • comm y py + ((b : ℂ)⁻¹ * (b : ℂ)⁻¹) • comm px py := by
    simp only [comm, guidingX, guidingY, mul_add, add_mul, mul_sub, sub_mul,
      mul_smul_comm, smul_mul_assoc]
    module
  rw [e, h.x_y, h.x_px, h.y_py, h.px_py]
  generalize (b : ℂ)⁻¹ = c at hbc ⊢
  match_scalars
  linear_combination I * ((b : ℂ) * c - 1) * hbc
```

For the ladder, `generalize` forgets how $X$ and $Y$ were built and keeps only their commutator. The equations `e1` and `e2` are the Leibniz rule with $b[X,Y]$ left intact, and substituting its value gives both signs.

```lean
/-- The squared radius obeys `b [X² + Y², X ± iY] = ± 2 (X ± iY)`. -/
theorem radiusSq_ladder {b : ℝ} {x y px py : A} (hb : b ≠ 0)
    (h : MagneticRelations b x y px py) :
    (b : ℂ) • comm (radiusSq b x y px py) (raising b x y px py)
      = (2 : ℂ) • raising b x y px py ∧
    (b : ℂ) • comm (radiusSq b x y px py) (lowering b x y px py)
      = (-2 : ℂ) • lowering b x y px py := by
  have hC := guiding_center_comm hb h
  unfold radiusSq raising lowering
  generalize guidingX b x py = X at hC ⊢
  generalize guidingY b y px = Y at hC ⊢
  -- Leibniz rule, with the commutator `[X, Y]` kept together
  have e1 : (b : ℂ) • comm (X * X + Y * Y) (X + I • Y)
      = I • (X * ((b : ℂ) • comm X Y) + ((b : ℂ) • comm X Y) * X)
        - (Y * ((b : ℂ) • comm X Y) + ((b : ℂ) • comm X Y) * Y) := by
    simp only [comm, mul_add, add_mul, mul_sub, sub_mul, mul_smul_comm,
      smul_mul_assoc, mul_assoc]
    module
  have e2 : (b : ℂ) • comm (X * X + Y * Y) (X - I • Y)
      = (-I) • (X * ((b : ℂ) • comm X Y) + ((b : ℂ) • comm X Y) * X)
        - (Y * ((b : ℂ) • comm X Y) + ((b : ℂ) • comm X Y) * Y) := by
    simp only [comm, mul_add, add_mul, mul_sub, sub_mul, mul_smul_comm,
      smul_mul_assoc, mul_assoc]
    module
  rw [e1, e2, hC]
  simp only [mul_smul_comm, smul_mul_assoc, mul_one, one_mul]
  constructor
  · match_scalars <;> first | ring1 | linear_combination (-2) * Complex.I_sq
  · match_scalars <;> first | ring1 | linear_combination 2 * Complex.I_sq
```

The factorisation $L_+L_-=R^2-1/b$ is likewise stated after multiplication by $b$.

```lean
/-- The product `(X + iY)(X - iY)` satisfies `b ((X + iY)(X - iY) - (X² + Y²)) = -1`. -/
theorem radiusSq_factor {b : ℝ} {x y px py : A} (hb : b ≠ 0)
    (h : MagneticRelations b x y px py) :
    (b : ℂ) • (raising b x y px py * lowering b x y px py - radiusSq b x y px py) = -1 := by
  have hC := guiding_center_comm hb h
  unfold radiusSq raising lowering
  generalize guidingX b x py = X at hC ⊢
  generalize guidingY b y px = Y at hC ⊢
  have e : (X + I • Y) * (X - I • Y) - (X * X + Y * Y) = (-I) • comm X Y := by
    simp only [comm, mul_sub, add_mul, mul_smul_comm, smul_mul_assoc]
    match_scalars <;> first | ring1 | linear_combination (-1) * Complex.I_sq
  have i2 : -I * -I = -1 := by linear_combination Complex.I_sq
  rw [e, smul_comm (b : ℂ) (-I), hC, smul_smul, i2, neg_smul, one_smul]
```

## Symmetric operators and the end of the descent

The algebra is now `Module.End ℂ V`, the linear maps from a complex inner-product space $V$ to itself, with composition as product. `LinearMap.IsSymmetric` says that an operator can be moved across the inner product. All four operators act on the whole of $V$. This rules out a nonzero complete space such as $L^2$: symmetric operators defined everywhere on a Hilbert space are bounded, and bounded operators cannot satisfy $[x,p_x]=i$. The space to have in mind is that of smooth functions on the plane that decrease rapidly together with all their derivatives, where positions and momenta can be applied repeatedly without leaving the space.

The norm identity assumes $b\neq0$, the magnetic relations and the symmetry of all four operators. In its proof, `adj` establishes that $L_+$ is the adjoint of $L_-$ on $V$. The factorisation is applied to $\psi$ and paired with $\psi$, and real parts are taken to obtain an equation between norms.

```lean
section Quantization

variable {V : Type*} [NormedAddCommGroup V] [InnerProductSpace ℂ V]
  {b r : ℝ} {x y px py : Module.End ℂ V} {ψ : V}

/-- On a state with squared radius `r`, `‖(X - iY) ψ‖² = (r - 1 / b) ‖ψ‖²`. -/
theorem lowering_norm_sq (hb : b ≠ 0) (h : MagneticRelations b x y px py)
    (hx : LinearMap.IsSymmetric x) (hy : LinearMap.IsSymmetric y)
    (hpx : LinearMap.IsSymmetric px) (hpy : LinearMap.IsSymmetric py)
    (hR : radiusSq b x y px py ψ = (r : ℂ) • ψ) :
    ‖lowering b x y px py ψ‖ ^ 2 = (r - 1 / b) * ‖ψ‖ ^ 2 := by
  -- `X + iY` is the adjoint of `X - iY`
  have adj : ∀ φ χ : V, inner ℂ (lowering b x y px py φ) χ
      = inner ℂ φ (raising b x y px py χ) := by
    intro φ χ
    change inner ℂ (x φ + (b : ℂ)⁻¹ • py φ - I • (y φ - (b : ℂ)⁻¹ • px φ)) χ
      = inner ℂ φ (x χ + (b : ℂ)⁻¹ • py χ + I • (y χ - (b : ℂ)⁻¹ • px χ))
    simp only [inner_sub_left, inner_add_left, inner_smul_left, inner_sub_right,
      inner_add_right, inner_smul_right, map_inv₀, Complex.conj_ofReal, Complex.conj_I,
      hx φ χ, hy φ χ, hpx φ χ, hpy φ χ]
    ring
  have f : (b : ℂ) • (raising b x y px py (lowering b x y px py ψ)
      - radiusSq b x y px py ψ) = -ψ := LinearMap.congr_fun (radiusSq_factor hb h) ψ
  have g := (eq_inv_smul_iff₀ (Complex.ofReal_ne_zero.mpr hb)).mpr f
  rw [hR, sub_eq_iff_eq_add] at g
  have g' : (b : ℂ)⁻¹ • -ψ + (r : ℂ) • ψ = ((r - 1 / b : ℝ) : ℂ) • ψ := by
    push_cast
    module
  have e := adj ψ (lowering b x y px py ψ)
  rw [g, g', inner_smul_right] at e
  have e' := congrArg Complex.re e
  have nrm : ∀ v : V, (inner ℂ v v).re = ‖v‖ ^ 2 := fun v => inner_self_eq_norm_sq (𝕜 := ℂ) v
  rwa [Complex.re_ofReal_mul, nrm, nrm] at e'
```

The area theorem assumes the magnetic relations, the symmetry of all four operators, $b>0$ and a nonzero eigenvector with real eigenvalue $r$. The orbit in its name is the circle of the guiding centre about the origin, not the cyclotron orbit. The theorem says that every such eigenvalue has the stated form; it does not say that every $n$ occurs, or how often.

The descent is an induction on a number $N$ that bounds the eigenvalue $s$ by $s<2N/b$. For $N=0$ the eigenvalue is negative, and the norm identity gives a contradiction. In the inductive step there are two cases. If $L_-$ annihilates the state, then $s=1/b$ and $n=0$. Otherwise the lowered state has eigenvalue $s-2/b$, which satisfies the smaller bound, and its $n$ is increased by one. A suitable $N$ exists for any $r$ because some natural number exceeds $rb/2$.

```lean
/-- For `b > 0` and symmetric `x, y, px, py`, every real eigenvalue `r` of `X² + Y²` satisfies `π r
= (2π / b)(n + 1/2)` for some natural number `n`. -/
theorem orbit_area_quantized (hb : 0 < b) (h : MagneticRelations b x y px py)
    (hx : LinearMap.IsSymmetric x) (hy : LinearMap.IsSymmetric y)
    (hpx : LinearMap.IsSymmetric px) (hpy : LinearMap.IsSymmetric py)
    (h0 : ψ ≠ 0) (hR : radiusSq b x y px py ψ = (r : ℂ) • ψ) :
    ∃ n : ℕ, Real.pi * r = 2 * Real.pi / b * (n + 1 / 2) := by
  -- lower repeatedly; positivity of the norm stops the descent
  have key : ∀ N : ℕ, ∀ (s : ℝ) (φ : V), φ ≠ 0 → radiusSq b x y px py φ = (s : ℂ) • φ →
      s < 2 * N / b → ∃ n : ℕ, s = (2 * n + 1) / b := by
    intro N
    induction N with
    | zero =>
      intro s φ hφ hs hN
      have hs0 : s < 0 := by simpa using hN
      have q := lowering_norm_sq hb.ne' h hx hy hpx hpy hs
      have hp : 0 < ‖φ‖ ^ 2 := pow_pos (norm_pos_iff.mpr hφ) 2
      have hi : 0 < 1 / b := by positivity
      have hneg := mul_neg_of_neg_of_pos (show s - 1 / b < 0 by linarith) hp
      exact absurd (sq_nonneg ‖lowering b x y px py φ‖)
        (by rw [q]; exact not_le_of_gt hneg)
    | succ N ih =>
      intro s φ hφ hs hN
      by_cases hL : lowering b x y px py φ = 0
      · have q := lowering_norm_sq hb.ne' h hx hy hpx hpy hs
        rw [hL, norm_zero, zero_pow two_ne_zero] at q
        have hp : ‖φ‖ ^ 2 ≠ 0 := pow_ne_zero 2 (norm_ne_zero_iff.mpr hφ)
        have hz := (mul_eq_zero.mp q.symm).resolve_right hp
        refine ⟨0, ?_⟩
        rw [sub_eq_zero.mp hz]
        norm_num
      · have f : (b : ℂ) • (radiusSq b x y px py (lowering b x y px py φ)
            - lowering b x y px py (radiusSq b x y px py φ))
            = (-2 : ℂ) • lowering b x y px py φ :=
          LinearMap.congr_fun (radiusSq_ladder hb.ne' h).2 φ
        have g := (eq_inv_smul_iff₀ (Complex.ofReal_ne_zero.mpr hb.ne')).mpr f
        rw [hs, map_smul, sub_eq_iff_eq_add] at g
        obtain ⟨n, hn⟩ := ih (s - 2 / b) _ hL
          (by rw [g]; push_cast; module)
          (by
            push_cast at hN
            have : 2 * ((N : ℝ) + 1) / b = 2 * N / b + 2 / b := by ring
            linarith)
        refine ⟨n + 1, ?_⟩
        rw [sub_eq_iff_eq_add.mp hn]
        push_cast
        ring
  obtain ⟨N, hN⟩ := exists_nat_gt (r * b / 2)
  obtain ⟨n, hn⟩ := key N r ψ h0 hR (by rw [lt_div_iff₀ hb]; linarith)
  exact ⟨n, by rw [hn]; ring⟩

end Quantization
```

## A vector potential that realises the relations

The kinetic momenta can be built from ordinary derivatives. With the vector potential along the second axis and proportional to the first coordinate, they are $p_x=-i\partial_0$ and $p_y=-i\partial_1-bx$. The next theorem derives the magnetic relations from the product rule and the commutation of coordinates and of derivatives.

```lean
/-- Minimal coupling: if `d₀, d₁` commute and act as derivatives along commuting coordinates `q₀,
q₁`, then `-i d₀` and `-i d₁ - b q₀` satisfy the magnetic relations with parameter `b`. -/
theorem minimal_coupling (b : ℝ) {q₀ q₁ d₀ d₁ : A}
    (h00 : d₀ * q₀ = q₀ * d₀ + 1) (h11 : d₁ * q₁ = q₁ * d₁ + 1)
    (h01 : d₀ * q₁ = q₁ * d₀) (h10 : d₁ * q₀ = q₀ * d₁)
    (hq : q₁ * q₀ = q₀ * q₁) (hd : d₁ * d₀ = d₀ * d₁) :
    MagneticRelations b q₀ q₁ ((-I) • d₀) ((-I) • d₁ - (b : ℂ) • q₀) := by
  constructor <;>
    simp only [comm, mul_sub, sub_mul, mul_smul_comm, smul_mul_assoc,
      h00, h11, h01, h10, hq, hd] <;>
    module
```

A concrete instance uses polynomials in two variables, with multiplication by a coordinate and partial differentiation as operators.

```lean
/-- Multiplication of a polynomial in two variables by the `j`-th coordinate. -/
def coord (j : Fin 2) : Module.End ℂ (MvPolynomial (Fin 2) ℂ) :=
  LinearMap.mulLeft ℂ (MvPolynomial.X j)

/-- The partial derivative of a polynomial along the `j`-th coordinate. -/
def grad (j : Fin 2) : Module.End ℂ (MvPolynomial (Fin 2) ℂ) :=
  (MvPolynomial.pderiv j).toLinearMap
```

In the last proof, `same` and `diff` are the product rule for equal and for different indices. The equation `hd` says that the partial derivatives commute, which is checked on the two coordinates because a derivation is determined by its values there. The example shows that the commutation relations are consistent for every real $b$. It puts no inner product on the polynomials, so it does not address the symmetry assumed in the area theorem.

```lean
/-- On polynomials in the plane, `px = -i ∂₀` and `py = -i ∂₁ - b x` satisfy the
magnetic commutation relations. -/
theorem magneticRelations_witness (b : ℝ) :
    MagneticRelations b (coord 0) (coord 1) ((-I) • grad 0)
      ((-I) • grad 1 - (b : ℂ) • coord 0) := by
  have ca : ∀ (j : Fin 2) (p : MvPolynomial (Fin 2) ℂ),
      coord j p = MvPolynomial.X j * p := by
    intro j p
    simp only [coord, LinearMap.mulLeft_apply]
  have ga : ∀ (j : Fin 2) (p : MvPolynomial (Fin 2) ℂ),
      grad j p = MvPolynomial.pderiv j p := fun _ _ => rfl
  have same : ∀ i, grad i * coord i = coord i * grad i + 1 := by
    intro i
    refine LinearMap.ext fun p => ?_
    simp only [LinearMap.add_apply, Module.End.mul_apply, Module.End.one_apply, ca, ga,
      Derivation.leibniz, MvPolynomial.pderiv_X_self, smul_eq_mul, mul_one]
  have diff : ∀ i j, j ≠ i → grad i * coord j = coord j * grad i := by
    intro i j hij
    refine LinearMap.ext fun p => ?_
    simp only [Module.End.mul_apply, ca, ga, Derivation.leibniz,
      MvPolynomial.pderiv_X_of_ne hij, smul_eq_mul, mul_zero, add_zero]
  -- the commutator of partial derivatives is a derivation killing the coordinates
  have hd : ⁅MvPolynomial.pderiv (R := ℂ) (1 : Fin 2),
      MvPolynomial.pderiv (R := ℂ) (0 : Fin 2)⁆ = 0 := by
    apply MvPolynomial.derivation_ext
    intro i
    fin_cases i <;> simp [Derivation.commutator_apply, MvPolynomial.pderiv_X]
  refine minimal_coupling b (same 0) (same 1) (diff 0 1 (by decide)) (diff 1 0 (by decide))
    (LinearMap.ext fun p => ?_) (LinearMap.ext fun p => ?_)
  · simp only [Module.End.mul_apply, ca]
    exact mul_left_comm _ _ _
  · simp only [Module.End.mul_apply, ga]
    rw [← sub_eq_zero, ← Derivation.commutator_apply, hd, Derivation.coe_zero, Pi.zero_apply]

end

end QuantumHallGuidingCenter
```

```lean
#print axioms QuantumHallGuidingCenter.guiding_center_conserved
#print axioms QuantumHallGuidingCenter.guiding_center_comm
#print axioms QuantumHallGuidingCenter.orbit_area_quantized
```

```
'QuantumHallGuidingCenter.guiding_center_conserved' depends on axioms: [propext, Classical.choice, Quot.sound]
'QuantumHallGuidingCenter.guiding_center_comm' depends on axioms: [propext, Classical.choice, Quot.sound]
'QuantumHallGuidingCenter.orbit_area_quantized' depends on axioms: [propext, Classical.choice, Quot.sound]
```
